# For trigonometric polynomials on a uniform grid of N intervals over one period, N even, the trapezoidal rule is exact below degree N and Simpson's rule only below N/2

Suppose that an integral over a full angle is computed with Simpson's rule on \(N\) equal intervals, because Simpson's rule has the higher order for smooth integrands on a general interval. The integrand \(\cos(Nx/2)\) then returns \(-2\pi/3\), although its integral over \([0,2\pi]\) is 0. The trapezoidal rule on the same points returns 0. The failure is not a matter of rounding: Simpson's weights alternate between neighbouring points, and this integrand alternates with them.

For integrands that are finite sums of waves \(e^{ikx}\) with integer \(k\), the limits of both rules can be found exactly. All functions below are complex-valued functions of a real variable, and the arithmetic is exact.

```lean
import Mathlib

open Complex (I)
open scoped Real

namespace PeriodicQuadrature

noncomputable section
```

## Two rules on one grid

Divide \([0,2\pi]\) into \(N>0\) equal intervals. The grid points are

\[ x_j = \frac{2\pi j}{N}, \qquad j = 0,\dots,N. \]

In `node N j` the number of intervals is an explicit argument, because two grids will be compared later.

```lean
/-- The grid point `2πj/N` of the grid with `N > 0` equal intervals on `[0, 2π]`. -/
def node (N j : ℕ) : ℝ := 2 * π * j / N
```

The trapezoidal rule adds the panels between neighbouring points:

\[ T_N(f) = \frac{2\pi}{N}\sum_{j=0}^{N-1}\frac{f(x_j)+f(x_{j+1})}{2}. \]

Both endpoints enter, each with half weight. Periodicity of \(f\) is not built into the definition, so this is the ordinary rule for an interval, without endpoint corrections.

```lean
/-- The trapezoidal rule on `[0, 2π]` with `N > 0` equal intervals. -/
def trapezoid (N : ℕ) (f : ℝ → ℂ) : ℂ :=
  2 * π / N * ∑ j ∈ Finset.range N, (f (node N j) + f (node N (j + 1))) / 2
```

Simpson's rule needs an even number of intervals, \(N=2M\). The Lean function takes the number \(M\) of pairs as its argument, which makes \(N\) even automatically. With spacing \(h=2\pi/(2M)\), points \(x_j\) of the fine grid, and \(k\) counting the pairs,

\[ S_M(f) = \frac{h}{3}\sum_{k=0}^{M-1}\bigl(f(x_{2k})+4f(x_{2k+1})+f(x_{2k+2})\bigr). \]

```lean
/-- Simpson's rule on `[0, 2π]` with `M > 0` pairs of intervals, that is, `2M` equal intervals. -/
def simpson (M : ℕ) (f : ℝ → ℂ) : ℂ :=
  2 * π / (2 * M) / 3 * ∑ k ∈ Finset.range M,
    (f (node (2 * M) (2 * k)) + 4 * f (node (2 * M) (2 * k + 1)) + f (node (2 * M) (2 * k + 2)))
```

## Band-limited integrands

From here on \(k\) is mostly an integer wave number, of either sign, and the elementary integrand is \(w_k(x)=e^{ikx}\).

```lean
/-- The complex wave `exp(ikx)` with integer wave number `k`. -/
def wave (k : ℤ) (x : ℝ) : ℂ := Complex.exp (k * I * x)
```

A trigonometric polynomial of degree at most \(d\) is

\[ p(x)=\sum_{k=-d}^{d} c_k\,e^{ikx} \]

with arbitrary complex coefficients. Real combinations of sines and cosines are included. In Lean, `c` is a function on all integers, but only its values with \(|k|\le d\) are used.

```lean
/-- The trigonometric polynomial of degree at most `d` with coefficients `c k`, `|k| ≤ d`. -/
def trigPoly (d : ℕ) (c : ℤ → ℂ) (x : ℝ) : ℂ :=
  ∑ k ∈ Finset.Icc (-(d : ℤ)) d, c k * wave k x
```

## Aliasing of a single wave

On the grid a wave is a power of one phase factor: with \(z=e^{2\pi i k/N}\) we have \(w_k(x_j)=z^j\). Each panel contributes \((z^j+z^{j+1})/2\), so

\[ T_N(w_k)=\frac{2\pi}{N}\,\frac{1+z}{2}\sum_{j=0}^{N-1}z^j. \]

The phase factor equals 1 exactly when \(k/N\) is an integer. In that case the sum is \(N\), and the rule gives \(2\pi\). Otherwise \(z\neq1\) while \(z^N=e^{2\pi i k}=1\), and

\[ (z-1)\sum_{j=0}^{N-1}z^j=z^N-1=0 \]

forces the sum to vanish. The rule therefore cannot distinguish a wave whose number is a multiple of \(N\) from the constant 1, and it gives 0 for every other wave.

In the proof, `hw` is the statement \(w_k(x_j)=z^j\) and `hs` is the factored sum. The two cases of `split_ifs` are the two cases above, `Complex.exp_eq_one_iff` decides when the phase is 1, and `geom_sum_mul` is the geometric sum.

```lean
/-- Aliasing: the trapezoidal rule gives `2π` for a wave whose wave number is a multiple of `N`,
and `0` for every other wave. -/
theorem trapezoid_wave {N : ℕ} (hN : 0 < N) (k : ℤ) :
    trapezoid N (wave k) = if (N : ℤ) ∣ k then (2 * π : ℂ) else 0 := by
  have hN' : (N : ℂ) ≠ 0 := by exact_mod_cast hN.ne'
  have hh : (N : ℂ) * (2 * π / N) = 2 * π := by field_simp
  -- on the grid the wave is a power of one phase factor
  obtain ⟨z, hz⟩ : ∃ z : ℂ, z = Complex.exp (k * I * (2 * π / N)) := ⟨_, rfl⟩
  have hw : ∀ j : ℕ, wave k (node N j) = z ^ j := by
    intro j
    rw [hz, ← Complex.exp_nat_mul]
    unfold wave node
    congr 1
    push_cast
    ring
  have hs : trapezoid N (wave k)
      = 2 * π / N * ((1 + z) / 2 * ∑ j ∈ Finset.range N, z ^ j) := by
    unfold trapezoid
    rw [Finset.mul_sum (Finset.range N) (fun j => z ^ j) ((1 + z) / 2)]
    congr 1
    refine Finset.sum_congr rfl fun j _ => ?_
    rw [hw, hw, pow_succ]
    ring
  split_ifs with h
  · obtain ⟨m, hm⟩ := h
    have hkm : (k : ℂ) = N * m := by exact_mod_cast hm
    have hz1 : z = 1 := by
      rw [hz, Complex.exp_eq_one_iff]
      exact ⟨m, by rw [hkm]; linear_combination (m * I) * hh⟩
    rw [hs, hz1]
    simp only [one_pow, Finset.sum_const, Finset.card_range, nsmul_eq_mul, mul_one]
    linear_combination hh
  · have hz1 : z ≠ 1 := by
      intro h1
      rw [hz, Complex.exp_eq_one_iff] at h1
      obtain ⟨m, hm⟩ := h1
      have hkm : (k : ℂ) = N * m := by
        apply mul_right_cancel₀ Complex.two_pi_I_ne_zero
        linear_combination N * hm - k * I * hh
      exact h ⟨m, by exact_mod_cast hkm⟩
    have hzN : z ^ N = 1 := by
      rw [hz, ← Complex.exp_nat_mul, Complex.exp_eq_one_iff]
      exact ⟨k, by linear_combination k * I * hh⟩
    -- the geometric sum over a full period vanishes
    have hg := geom_sum_mul z N
    rw [hzN, sub_self] at hg
    have h0 := (mul_eq_zero.mp hg).resolve_right (sub_ne_zero.mpr hz1)
    rw [hs, h0, mul_zero, mul_zero]
```

## The exact integrals

For \(k=0\) the integrand is 1 and the integral is \(2\pi\). For \(k\neq0\),

\[ \int_0^{2\pi}e^{ikx}\,dx=\frac{e^{2\pi i k}-1}{ik}=0. \]

The Lean proof uses the same antiderivative, through `integral_exp_mul_complex`.

```lean
/-- The integral of a wave over `[0, 2π]` is `2π` for wave number zero and `0` otherwise. -/
theorem integral_wave (k : ℤ) :
    ∫ x in (0 : ℝ)..2 * π, wave k x = if k = 0 then (2 * π : ℂ) else 0 := by
  split_ifs with h
  · subst h
    simp [wave]
  · have hc : (k : ℂ) * I ≠ 0 := mul_ne_zero (by exact_mod_cast h) Complex.I_ne_zero
    have h1 : Complex.exp (k * I * ((2 * π : ℝ) : ℂ)) = 1 :=
      Complex.exp_eq_one_iff.mpr ⟨k, by push_cast; ring⟩
    simp only [wave]
    rw [integral_exp_mul_complex hc, h1]
    simp
```

By linearity only the constant term of a trigonometric polynomial survives:

\[ \int_0^{2\pi}p(x)\,dx=2\pi c_0. \]

The proof exchanges the integral with the finite sum, which is allowed because each term is continuous, and `Finset.sum_eq_single 0` then keeps the term \(k=0\).

```lean
/-- The integral of a trigonometric polynomial is `2π` times its constant coefficient. -/
theorem integral_trigPoly (d : ℕ) (c : ℤ → ℂ) :
    ∫ x in (0 : ℝ)..2 * π, trigPoly d c x = c 0 * (2 * π) := by
  simp only [trigPoly]
  rw [intervalIntegral.integral_finsetSum (fun k _ =>
    (by unfold wave; fun_prop : Continuous fun x => c k * wave k x).intervalIntegrable _ _)]
  simp only [intervalIntegral.integral_const_mul, integral_wave]
  rw [Finset.sum_eq_single 0]
  · rw [if_pos rfl]
  · intro k _ hk
    rw [if_neg hk, mul_zero]
  · intro h
    exact absurd (Finset.mem_Icc.mpr ⟨by omega, by omega⟩) h
```

## The trapezoidal rule below degree N

The rule is linear as well, so \(T_N(p)=\sum_k c_k\,T_N(w_k)\). Let \(d<N\). Every wave number in \(p\) satisfies \(|k|\le d<N\), and the only multiple of \(N\) in that range is 0. All other waves give 0, hence

\[ T_N(p)=2\pi c_0=\int_0^{2\pi}p(x)\,dx. \]

Here `hlin` is the linearity. The two cases under `rcases` treat negative and positive \(k\), since a nonzero multiple of \(N\) has absolute value at least \(N\).

```lean
/-- The trapezoidal rule with `N` intervals integrates every trigonometric polynomial of degree
below `N` exactly. -/
theorem trapezoid_exact {N d : ℕ} (hd : d < N) (c : ℤ → ℂ) :
    trapezoid N (trigPoly d c) = ∫ x in (0 : ℝ)..2 * π, trigPoly d c x := by
  have hlin : trapezoid N (trigPoly d c)
      = ∑ k ∈ Finset.Icc (-(d : ℤ)) d, c k * trapezoid N (wave k) := by
    simp only [trapezoid, trigPoly, Finset.mul_sum]
    rw [Finset.sum_comm]
    refine Finset.sum_congr rfl fun j _ => ?_
    rw [← Finset.sum_add_distrib, Finset.sum_div, Finset.mul_sum]
    refine Finset.sum_congr rfl fun k _ => ?_
    ring
  rw [hlin, integral_trigPoly, Finset.sum_eq_single 0]
  · rw [trapezoid_wave (by omega), if_pos (dvd_zero _)]
  · -- no other wave number in the band is a multiple of `N`
    intro k hk hk0
    have hb := Finset.mem_Icc.mp hk
    have hn : ¬ (N : ℤ) ∣ k := by
      intro h
      rcases lt_or_gt_of_ne hk0 with h1 | h1
      · have := Int.le_of_dvd (by omega) ((dvd_neg).mpr h)
        omega
      · have := Int.le_of_dvd h1 h
        omega
    rw [trapezoid_wave (by omega), if_neg hn, mul_zero]
  · intro h
    exact absurd (Finset.mem_Icc.mpr ⟨by omega, by omega⟩) h
```

## Simpson's rule as a combination of two grids

The points with even index on the grid of \(2M\) intervals form the grid of \(M\) intervals. Write \(f_j=f(x_j)\) on the fine grid. Grouping the fine panels in pairs gives

\[ T_{2M}(f)=\frac{h}{2}\sum_{k=0}^{M-1}(f_{2k}+2f_{2k+1}+f_{2k+2}),\qquad
T_M(f)=h\sum_{k=0}^{M-1}(f_{2k}+f_{2k+2}). \]

In \(4T_{2M}-T_M\) each outer value has weight \(2h-h=h\) and each middle value has weight \(4h\). Therefore

\[ S_M(f)=\frac{4T_{2M}(f)-T_M(f)}{3}. \]

This holds for every function \(f\), periodic or not. In the proof, `split` groups the panels by induction on the number of pairs, and `hn` identifies the coarse points with the even fine points.

```lean
/-- Simpson's rule on `2M` intervals is the combination `(4 T_(2M) - T_M) / 3` of two
trapezoidal rules. -/
theorem simpson_eq (M : ℕ) (f : ℝ → ℂ) :
    simpson M f = (4 * trapezoid (2 * M) f - trapezoid M f) / 3 := by
  have split : ∀ (g : ℕ → ℂ) (n : ℕ), ∑ j ∈ Finset.range (2 * n), g j
      = ∑ k ∈ Finset.range n, (g (2 * k) + g (2 * k + 1)) := by
    intro g n
    induction n with
    | zero => simp
    | succ n ih =>
      rw [show 2 * (n + 1) = 2 * n + 1 + 1 by ring, Finset.sum_range_succ,
        Finset.sum_range_succ, Finset.sum_range_succ, ih]
      ring
  -- the coarse grid consists of the even points of the fine grid
  have hn : ∀ k, node M k = node (2 * M) (2 * k) := by
    intro k
    unfold node
    push_cast
    rw [show 2 * π * (2 * (k : ℝ)) = 2 * (2 * π * k) by ring,
      mul_div_mul_left _ _ (two_ne_zero)]
  unfold simpson trapezoid
  rw [split]
  simp only [hn, Finset.mul_sum, ← Finset.sum_sub_distrib, Finset.sum_div]
  refine Finset.sum_congr rfl fun k _ => ?_
  rw [show 2 * (k + 1) = 2 * k + 2 by ring, show 2 * k + 1 + 1 = 2 * k + 2 by ring]
  push_cast
  ring
```

The identity shows where Simpson's rule loses bandwidth: it includes the coarse rule \(T_M\), and with it the aliasing of the coarse grid.

## Where exactness ends

To show that a bound is sharp, a single wave \(w_K\) with \(0\le K\le d\) has to count as a polynomial of degree at most \(d\). It does, with \(c_K=1\) and all other coefficients zero.

```lean
/-- A single wave of wave number `K ≤ d` is a trigonometric polynomial of degree at most `d`. -/
theorem trigPoly_single {K d : ℕ} (h : K ≤ d) :
    trigPoly d (fun k => if k = (K : ℤ) then 1 else 0) = wave K := by
  funext x
  unfold trigPoly
  rw [Finset.sum_eq_single (K : ℤ)]
  · simp
  · intro k _ hk
    simp [hk]
  · intro h'
    exact absurd (Finset.mem_Icc.mpr ⟨by omega, by omega⟩) h'
```

If \(d\ge N\), the wave \(w_N\) is admissible. Its integral is 0, but \(T_N(w_N)=2\pi\). Together with the previous result this gives, for \(N>0\),

\[ T_N \text{ is exact for all } p \text{ of degree at most } d \iff d<N. \]

The left side concerns all coefficient choices at once. Particular polynomials of higher degree can still come out right, such as \(\sin(Nx)\), which vanishes at every grid point.

The Lean proof assumes exactness and \(d\ge N\), inserts this wave, and reaches a contradiction because \(\pi\neq0\).

```lean
/-- The trapezoidal rule with `N` intervals is exact for all trigonometric polynomials of degree
at most `d` if and only if `d < N`. -/
theorem trapezoid_exact_iff {N : ℕ} (hN : 0 < N) (d : ℕ) :
    (∀ c, trapezoid N (trigPoly d c) = ∫ x in (0 : ℝ)..2 * π, trigPoly d c x) ↔ d < N := by
  refine ⟨fun h => ?_, fun hd c => trapezoid_exact hd c⟩
  by_contra hd
  have h1 := h (fun k => if k = (N : ℤ) then 1 else 0)
  have h0 : ¬ (0 : ℤ) = N := by omega
  rw [integral_trigPoly, trigPoly_single (by omega), trapezoid_wave hN, if_pos dvd_rfl] at h1
  simp [h0, Real.pi_ne_zero] at h1
```

For Simpson's rule let \(M>0\). If \(d<M\), then also \(d<2M\), so both trapezoidal rules return the exact integral \(J\), and \((4J-J)/3=J\). If \(d\ge M\), the wave \(w_M\) is admissible. The fine rule gives 0 for it, since \(2M\) does not divide \(M\), but the coarse rule gives \(2\pi\). Hence

\[ S_M(w_M)=\frac{4\cdot0-2\pi}{3}=-\frac{2\pi}{3}\neq0=\int_0^{2\pi}w_M(x)\,dx. \]

On the same \(N=2M\) intervals the bound is thus \(d<N\) for the trapezoidal rule and \(d<N/2\) for Simpson's rule.

```lean
/-- Simpson's rule on `2M` intervals is exact for all trigonometric polynomials of degree at most
`d` if and only if `d < M`. -/
theorem simpson_exact_iff {M : ℕ} (hM : 0 < M) (d : ℕ) :
    (∀ c, simpson M (trigPoly d c) = ∫ x in (0 : ℝ)..2 * π, trigPoly d c x) ↔ d < M := by
  refine ⟨fun h => ?_, fun hd c => ?_⟩
  · by_contra hd
    have h1 := h (fun k => if k = (M : ℤ) then 1 else 0)
    have h0 : ¬ (0 : ℤ) = M := by omega
    have h2 : ¬ ((2 * M : ℕ) : ℤ) ∣ (M : ℤ) := fun h' => by
      have := Int.le_of_dvd (by omega) h'
      omega
    -- the coarse rule aliases the wave `k = M`, the fine rule does not
    rw [integral_trigPoly, trigPoly_single (by omega), simpson_eq,
      trapezoid_wave (by omega), trapezoid_wave hM, if_neg h2, if_pos dvd_rfl] at h1
    simp [h0, Real.pi_ne_zero] at h1
  · rw [simpson_eq, trapezoid_exact (by omega), trapezoid_exact hd]
    ring
```

## The cosine that Simpson's rule gets wrong

The real integrand of the opening is \(\cos(Mx)=(w_M(x)+w_{-M}(x))/2\). The wave \(w_{-M}\) behaves like \(w_M\), because divisibility ignores the sign, so the average is again \(-2\pi/3\). The values on the grid show the same thing directly: \(\cos(Mx_j)=(-1)^j\), each pair contributes \(1-4+1=-2\), and

\[ S_M(\cos(Mx))=\frac{\pi}{3M}\cdot(-2M)=-\frac{2\pi}{3}. \]

The Lean proof takes the route through the two waves, with `hcos` as the decomposition and `hlin` as the linearity of Simpson's rule. The second half of the statement is the vanishing integral.

```lean
/-- On `N = 2M` intervals Simpson's rule returns `-2π/3` for `cos(Mx) = cos(Nx/2)`, whose
integral over `[0, 2π]` is zero. -/
theorem simpson_cos {M : ℕ} (hM : 0 < M) :
    simpson M (fun x => Complex.cos (M * x)) = -(2 * π / 3) ∧
      ∫ x in (0 : ℝ)..2 * π, Complex.cos (M * x) = 0 := by
  have hcos : ∀ x : ℝ, Complex.cos (M * x) = (wave M x + wave (-M) x) / 2 := by
    intro x
    simp only [wave, Complex.cos]
    push_cast
    ring_nf
  have hcont : ∀ k : ℤ, Continuous (wave k) := fun k => by unfold wave; fun_prop
  constructor
  · have hlin : simpson M (fun x => Complex.cos (M * x))
        = (simpson M (wave M) + simpson M (wave (-M))) / 2 := by
      simp only [simpson, hcos, Finset.mul_sum, ← Finset.sum_add_distrib, Finset.sum_div]
      refine Finset.sum_congr rfl fun k _ => ?_
      ring
    have h2 : ¬ ((2 * M : ℕ) : ℤ) ∣ (M : ℤ) := fun h' => by
      have := Int.le_of_dvd (by omega) h'
      omega
    have h2M : 0 < 2 * M := by omega
    rw [hlin, simpson_eq, simpson_eq, trapezoid_wave h2M, trapezoid_wave h2M,
      trapezoid_wave hM, trapezoid_wave hM, if_neg h2, if_neg (fun h => h2 ((dvd_neg).mp h)),
      if_pos dvd_rfl, if_pos ((dvd_neg).mpr dvd_rfl)]
    ring
  · simp only [hcos]
    rw [intervalIntegral.integral_div, intervalIntegral.integral_add
      ((hcont _).intervalIntegrable _ _) ((hcont _).intervalIntegrable _ _),
      integral_wave, integral_wave, if_neg (by omega), if_neg (by omega)]
    norm_num

end

end PeriodicQuadrature
```

In atomic calculations the result bears on azimuthal integrals of products of two spherical harmonics with \(|m|\le L\), which are trigonometric polynomials of degree at most \(2L\) in the angle: \(N\ge 2L+1\) intervals suffice for the trapezoidal rule, while Simpson's rule is exact for all polynomials of that degree only from \(N=4L+2\) on. The theorems give no error estimate for integrands with infinitely many Fourier components. Nor do they rank the two rules for radial integrals, whose integrands are in general not trigonometric polynomials.

```lean
#print axioms PeriodicQuadrature.trapezoid_exact_iff
#print axioms PeriodicQuadrature.simpson_exact_iff
#print axioms PeriodicQuadrature.simpson_cos
```

```
'PeriodicQuadrature.trapezoid_exact_iff' depends on axioms: [propext, Classical.choice, Quot.sound]
'PeriodicQuadrature.simpson_exact_iff' depends on axioms: [propext, Classical.choice, Quot.sound]
'PeriodicQuadrature.simpson_cos' depends on axioms: [propext, Classical.choice, Quot.sound]
```
